# Derivatives of orders $0$ to $n-1$ at a cutoff radius $R>0$ and one multipole moment determine $r^L p(r^2)$ with $\deg p\le n$

Take a radial function $Q(r)=a+br^2$ on $[0,1]$, and prescribe its value at the cutoff and its monopole moment:

$$Q(1)=a+b=y_0,\qquad \int_0^1 r^2Q(r)\,dr=\frac a3+\frac b5=m .$$

To see whether these two equations can be singular, set both right-hand sides to zero. The first equation gives $b=-a$, so $Q(r)=a(1-r^2)$. Its moment is $a(\tfrac13-\tfrac15)=\tfrac{2}{15}a$, and the second equation forces $a=0$. The homogeneous system has only the zero solution, so the full system has exactly one solution for every $y_0$ and $m$, namely $a=(15m-3y_0)/2$ and $b=(5y_0-15m)/2$.

The argument did not need a determinant. The matching condition left a single shape, $1-r^2$, and that shape has a positive moment. The same happens for every angular momentum and any number of matched derivatives.

## The general system and its solution

In an ultrasoft pseudopotential, the radial augmentation function of angular momentum $L$ can be replaced inside a radius $R$ by a smoother function that joins the original at $R$ and keeps its multipole moment. Here the replacement has the form $Q(r)=r^Lp(r^2)$, where $p$ is a real polynomial.

**Claim.** Let $R>0$, let $L$ and $n$ be natural numbers, and let $y_0,\dots,y_{n-1}$ and $m$ be real. Exactly one real polynomial $p$ of degree at most $n$ satisfies

$$Q^{(k)}(R)=y_k\quad(0\le k<n),\qquad \int_0^R r^{L+2}Q(r)\,dr=m .$$

The conditions are linear in the $n+1$ coefficients of $p$, and there are $n+1$ of them. It is therefore enough to show that $p=0$ is the only solution when all targets vanish.

**Flatness at $R$ passes to $p$.** Suppose $Q^{(j)}(R)=0$ for all $j<n$ and $p\neq0$. Split off from $p$ every factor $X-R^2$ it contains:

$$p(X)=(X-R^2)^k\,q(X),\qquad q(R^2)\neq0 .$$

Since $r^2-R^2=(r-R)(r+R)$,

$$Q(r)=(r-R)^k\cdot r^L(r+R)^k\,q(r^2).$$

At $r=R$ the second factor equals $R^L(2R)^kq(R^2)$, which is not zero. Hence $Q$ contains exactly $k$ factors $r-R$. If $k<n$, the derivatives of orders $0,\dots,k$ would all vanish at $R$, and the Taylor expansion of the polynomial $Q$ about $R$ would start at order $k+1$ or later. That would supply one factor too many. So $k\ge n$, and $(X-R^2)^n$ divides $p$.

**One shape is left.** Write $p=(X-R^2)^ns$. Because $p$ has degree at most $n$, the polynomial $s$ is a constant. Absorbing the sign $(-1)^n$ into a new constant $c$ gives

$$p(X)=c\,(R^2-X)^n,\qquad Q(r)=c\,r^L(R^2-r^2)^n .$$

**Its moment is positive.** The moment of $Q$ is $c\,M$ with

$$M=\int_0^R r^{2L+2}(R^2-r^2)^n\,dr>0,$$

since the integrand is positive for $0<r<R$. A vanishing moment therefore gives $c=0$ and $p=0$. A square linear system whose homogeneous version has only the zero solution is uniquely solvable, which proves the claim. For $n=0$ there is no matching condition, $p$ is a constant, and the moment fixes it.

If the derivatives are required to vanish but the moment $m$ is kept, the same reasoning gives $c=m/M$:

$$Q(r)=\frac{m}{M}\,r^L(R^2-r^2)^n .$$

This is the radial part of a compensation charge of moment $m$. For $n\ge1$ it vanishes at $R$, and when continued by zero beyond $R$ it has $n-1$ continuous derivatives there. For $L=0$, $n=1$, $R=1$ and $m=1$ it is $\tfrac{15}{2}(1-r^2)$.

For pseudopotential generation, the consequence is that this linear system is never singular: with $n+1$ coefficients, the derivatives of orders $0$ to $n-1$ at $R$ and the moment can always be matched exactly, and in only one way. How well conditioned the system is, and how fast the Fourier transform of $Q$ decays, are separate questions.

## Functions, moments and derivatives in Lean

```lean
import Mathlib

open Polynomial

namespace AugmentationPseudization

noncomputable section
```

The augmentation function is an ordinary function of a real variable, built from a polynomial `p : ℝ[X]`.

```lean
/-- The pseudized radial augmentation function `Q(r) = r^L p(r²)`. -/
def augmentation (L : ℕ) (p : ℝ[X]) (r : ℝ) : ℝ := r ^ L * p.eval (r ^ 2)
```

The moment is an integral over $[0,R]$. Its weight $r^{L+2}$ consists of $r^L$ from the multipole and $r^2$ from the volume element, so `Q` itself does not contain the factor $r^2$. Data stored as $r^2Q(r)$ must be divided by $r^2$ before they are compared with these formulas.

```lean
/-- The radial multipole moment `∫ r^(L+2) Q(r) dr` from `0` to `R`. -/
def moment (L : ℕ) (R : ℝ) (Q : ℝ → ℝ) : ℝ := ∫ r in (0 : ℝ)..R, r ^ (L + 2) * Q r
```

The shape left over by the matching conditions is written as a polynomial in $X=r^2$. It is not normalised; its moment is the number $M$ above.

```lean
/-- The polynomial `(R² - X)^n`, to be evaluated at `X = r²`. -/
def flatShape (n : ℕ) (R : ℝ) : ℝ[X] := (C (R ^ 2) - X) ^ n
```

The matching conditions use `iteratedDeriv`, the derivative of analysis, while the factorisation argument is algebraic. The next theorem connects the two. Induction on the order shows that differentiating a polynomial function repeatedly agrees with differentiating the polynomial formally, and this is applied to $X^Lp(X^2)$.

```lean
/-- The derivatives of `Q(r) = r^L p(r²)` are the formal derivatives of the polynomial
`X^L p(X²)`. -/
theorem iteratedDeriv_augmentation (L : ℕ) (p : ℝ[X]) (k : ℕ) (r : ℝ) :
    iteratedDeriv k (augmentation L p) r
      = (derivative^[k] (X ^ L * p.comp (X ^ 2))).eval r := by
  have h : ∀ (q : ℝ[X]) (k : ℕ),
      iteratedDeriv k (fun x => q.eval x) = fun x => (derivative^[k] q).eval x := by
    intro q k
    induction k with
    | zero => simp [iteratedDeriv_zero]
    | succ k ih =>
      rw [iteratedDeriv_succ, ih]
      funext x
      rw [Function.iterate_succ_apply', Polynomial.deriv]
  have e : augmentation L p = fun x => (X ^ L * p.comp (X ^ 2)).eval x := by
    funext x
    simp [augmentation]
  rw [e, h]
```

Continuity of the integrand makes it integrable, which is needed to split the integral of a sum.

```lean
/-- The integrand of the multipole moment of `Q(r) = r^L p(r²)` is continuous. -/
theorem continuous_integrand (L : ℕ) (p : ℝ[X]) :
    Continuous fun r : ℝ => r ^ (L + 2) * augmentation L p r :=
  (continuous_pow (L + 2)).mul
    ((continuous_pow L).mul (p.continuous.comp (continuous_pow 2)))
```

All conditions are now collected in one linear map. Its target `(Fin n → ℝ) × ℝ` holds the $n$ derivatives, with orders running from $0$ to $n-1$, and the moment. The two proof fields check additivity and homogeneity, first for the derivatives and then for the integral.

```lean
/-- The pseudization system as a linear map: it sends `p` to the first `n` derivatives
(orders `0` to `n - 1`) of `Q` at `R`, together with the multipole moment of `Q`. -/
def pseudizationMap (L n : ℕ) (R : ℝ) : ℝ[X] →ₗ[ℝ] (Fin n → ℝ) × ℝ where
  toFun p := (fun k => iteratedDeriv k (augmentation L p) R, moment L R (augmentation L p))
  map_add' p q := by
    refine Prod.ext (funext fun k => ?_) ?_
    · simp only [iteratedDeriv_augmentation, add_comp, mul_add, Prod.fst_add, Pi.add_apply]
      rw [iterate_map_add, eval_add]
    · simp only [moment, Prod.snd_add]
      rw [← intervalIntegral.integral_add
        ((continuous_integrand L p).intervalIntegrable 0 R)
        ((continuous_integrand L q).intervalIntegrable 0 R)]
      refine intervalIntegral.integral_congr fun r _ => ?_
      simp only [augmentation, eval_add]
      ring
  map_smul' c p := by
    refine Prod.ext (funext fun k => ?_) ?_
    · simp only [iteratedDeriv_augmentation, smul_comp, mul_smul_comm,
        iterate_derivative_smul, eval_smul, Prod.smul_fst, Pi.smul_apply, RingHom.id_apply]
    · simp only [moment, Prod.smul_snd, RingHom.id_apply, smul_eq_mul]
      rw [← intervalIntegral.integral_const_mul]
      refine intervalIntegral.integral_congr fun r _ => ?_
      simp only [augmentation, eval_smul, smul_eq_mul]
      ring
```

## From vanishing derivatives to a single shape

The divisibility statement assumes only $R\neq0$. As in the derivation by hand, `k` is the multiplicity of the root $R^2$ of $p$ and `q` is the remaining factor. If `k` is at least `n`, the result is immediate. Otherwise `hdiv` records that flatness provides $k+1$ factors $X-R$, and `hfac` displays the factorisation with $k$ of them. After these are cancelled, evaluation at $R$ gives $R^L(2R)^kq(R^2)=0$, a contradiction.

```lean
/-- If the derivatives of `Q(r) = r^L p(r²)` of order below `n` vanish at a radius `R ≠ 0`, then
`(X - R²)^n` divides `p`. -/
theorem flat_dvd {L n : ℕ} {R : ℝ} (hR : R ≠ 0) {p : ℝ[X]}
    (h : ∀ k < n, iteratedDeriv k (augmentation L p) R = 0) :
    (X - C (R ^ 2)) ^ n ∣ p := by
  by_cases hp : p = 0
  · simp [hp]
  -- split off the full power of `X - R²` contained in `p`
  obtain ⟨q, hq, hnd⟩ := exists_eq_pow_rootMultiplicity_mul_and_not_dvd p hp (R ^ 2)
  generalize p.rootMultiplicity (R ^ 2) = k at hq
  rcases le_or_gt n k with hk | hk
  · exact (pow_dvd_pow _ hk).trans (Dvd.intro q hq.symm)
  exfalso
  -- flatness gives `X^L p(X²)` a zero of order at least `k + 1` at `R`
  have hdiv : (X - C R) ^ (k + 1) ∣ X ^ L * p.comp (X ^ 2) := by
    by_cases h0 : X ^ L * p.comp (X ^ 2) = 0
    · rw [h0]
      exact dvd_zero _
    · refine (le_rootMultiplicity_iff h0).mp
        (lt_rootMultiplicity_of_isRoot_iterate_derivative h0 fun j hj => ?_)
      have hj' := h j (lt_of_le_of_lt hj hk)
      rw [iteratedDeriv_augmentation] at hj'
      exact hj'
  -- but only `k` factors `X - R` are available
  have hfac : X ^ L * p.comp (X ^ 2)
      = (X - C R) ^ k * (X ^ L * (X + C R) ^ k * q.comp (X ^ 2)) := by
    have hs : (X ^ 2 - C (R ^ 2) : ℝ[X]) = (X - C R) * (X + C R) := by
      rw [C_pow]
      ring
    rw [hq, mul_comp, pow_comp, sub_comp, X_comp, C_comp, hs, mul_pow]
    ring
  rw [hfac, pow_succ, mul_dvd_mul_iff_left (pow_ne_zero k (X_sub_C_ne_zero R))] at hdiv
  have hr : eval R (X ^ L * (X + C R) ^ k * q.comp (X ^ 2)) = 0 := dvd_iff_isRoot.mp hdiv
  simp only [eval_mul, eval_pow, eval_X, eval_add, eval_C, eval_comp] at hr
  have hq0 : q.eval (R ^ 2) ≠ 0 := fun h0 => hnd (dvd_iff_isRoot.mpr h0)
  have h2 : R + R ≠ 0 := fun h0 => hR (by linarith)
  exact mul_ne_zero (mul_ne_zero (pow_ne_zero L hR) (pow_ne_zero k h2)) hq0 hr
```

A nonzero $p$ that is flat in this sense must therefore have degree at least $n$. This bound is a corollary that the later proofs do not use.

```lean
/-- A nonzero `p` for which `Q(r) = r^L p(r²)` has vanishing derivatives of all orders below
`n` at a radius `R ≠ 0` has degree at least `n`. -/
theorem flat_degree_ge {L n : ℕ} {R : ℝ} (hR : R ≠ 0) {p : ℝ[X]} (hp : p ≠ 0)
    (h : ∀ k < n, iteratedDeriv k (augmentation L p) R = 0) : n ≤ p.natDegree := by
  have hd := natDegree_le_of_dvd (flat_dvd hR h) hp
  rw [natDegree_pow, natDegree_X_sub_C] at hd
  omega
```

With the degree also bounded above by $n$, the cofactor `s` has degree zero and is a constant. The factor `(-1) ^ n` converts $(X-R^2)^n$ into $(R^2-X)^n$.

```lean
/-- If `p` has degree at most `n` and the derivatives of `Q(r) = r^L p(r²)` of order below `n`
vanish at `R ≠ 0`, then `p` is a multiple of `(R² - X)^n`. -/
theorem flat_form {L n : ℕ} {R : ℝ} (hR : R ≠ 0) {p : ℝ[X]} (hdeg : p.natDegree ≤ n)
    (h : ∀ k < n, iteratedDeriv k (augmentation L p) R = 0) :
    ∃ c : ℝ, p = c • flatShape n R := by
  obtain ⟨s, rfl⟩ := flat_dvd hR h
  have hs : s.natDegree = 0 := by
    by_cases h0 : s = 0
    · simp [h0]
    · rw [natDegree_mul (pow_ne_zero n (X_sub_C_ne_zero _)) h0, natDegree_pow,
        natDegree_X_sub_C] at hdeg
      omega
  obtain ⟨c, rfl⟩ : ∃ c, s = C c := ⟨_, eq_C_of_natDegree_eq_zero hs⟩
  refine ⟨(-1) ^ n * c, ?_⟩
  rw [flatShape, smul_eq_C_mul, ← neg_sub (C (R ^ 2)) X, neg_pow]
  simp only [map_mul, map_pow, map_neg, map_one]
  ring
```

Positivity of the moment requires $R>0$. The integrand is shown to be positive at every interior point, and the integral inherits the sign.

```lean
/-- For `R > 0` the function `r^L (R² - r²)^n` has a strictly positive multipole moment. -/
theorem moment_flatShape_pos (L n : ℕ) {R : ℝ} (hR : 0 < R) :
    0 < moment L R (augmentation L (flatShape n R)) := by
  refine intervalIntegral.intervalIntegral_pos_of_pos_on
    ((continuous_integrand L _).intervalIntegrable 0 R) (fun r hr => ?_) hR
  have h0 : 0 < r := hr.1
  have h1 : 0 < R ^ 2 - r ^ 2 := by nlinarith [hr.1, hr.2]
  simp only [augmentation, flatShape, eval_pow, eval_sub, eval_C, eval_X]
  positivity
```

## Unique solvability and the compensation charge

The main theorem reads as the claim does. The symbol `∃!` means that there is exactly one such `p`, and `p.natDegree ≤ n` includes the zero polynomial. The targets `y` and `m` are arbitrary real numbers. In an application they would be the derivatives of the original augmentation function at $R$ and the moment of its inner part; the original function and the joined one do not appear in the statement.

In the proof, `T` is the linear map restricted to polynomials of degree less than $n+1$. For `inj`, a polynomial sent to zero has the form $c\,(R^2-X)^n$ by `flat_form`, and the positive moment gives $c=0$. The equality `hfin` counts $n+1$ dimensions on both sides, so injectivity implies surjectivity. Surjectivity supplies the solution, and injectivity shows that any other solution `q` equals it.

```lean
/-- For any cutoff radius `R > 0`, any prescribed derivatives of orders `0` to `n - 1` at `R`
and any prescribed multipole moment, exactly one polynomial `p` of degree at most `n` gives a
function `Q(r) = r^L p(r²)` with these data. -/
theorem existsUnique_pseudization (L n : ℕ) {R : ℝ} (hR : 0 < R) (y : Fin n → ℝ) (m : ℝ) :
    ∃! p : ℝ[X], p.natDegree ≤ n ∧
      (∀ k : Fin n, iteratedDeriv k (augmentation L p) R = y k) ∧
      moment L R (augmentation L p) = m := by
  have hmem : ∀ p : ℝ[X], p ∈ degreeLT ℝ (n + 1) ↔ p.natDegree ≤ n := fun p =>
    (mem_degreeLT.trans (degree_lt_iff_coeff_zero p (n + 1))).trans
      natDegree_le_iff_coeff_eq_zero.symm
  let T := (pseudizationMap L n R).domRestrict (degreeLT ℝ (n + 1))
  -- the homogeneous system has only the zero solution
  have inj : Function.Injective T := by
    rw [injective_iff_map_eq_zero]
    rintro ⟨p, hp⟩ hT
    have hT' : pseudizationMap L n R p = 0 := hT
    obtain ⟨c, hc⟩ := flat_form (L := L) hR.ne' ((hmem p).1 hp)
      (fun k hk => congrFun (congrArg Prod.fst hT') ⟨k, hk⟩)
    have hm : c * moment L R (augmentation L (flatShape n R)) = 0 := by
      rw [hc, map_smul] at hT'
      exact congrArg Prod.snd hT'
    have hc0 : c = 0 := (mul_eq_zero.mp hm).resolve_right (moment_flatShape_pos L n hR).ne'
    apply Subtype.ext
    change p = 0
    rw [hc, hc0, zero_smul]
  -- there are as many coefficients as conditions, so the system is solvable
  have : FiniteDimensional ℝ (degreeLT ℝ (n + 1)) :=
    (degreeLTEquiv ℝ (n + 1)).symm.finiteDimensional
  have hfin : Module.finrank ℝ (degreeLT ℝ (n + 1))
      = Module.finrank ℝ ((Fin n → ℝ) × ℝ) := by
    rw [(degreeLTEquiv ℝ (n + 1)).finrank_eq]
    simp
  have surj : Function.Surjective T :=
    (LinearMap.injective_iff_surjective_of_finrank_eq_finrank hfin).mp inj
  obtain ⟨⟨p, hp⟩, hpT⟩ := surj (y, m)
  have hpT' : pseudizationMap L n R p = (y, m) := hpT
  refine ⟨p, ⟨(hmem p).1 hp, fun k => congrFun (congrArg Prod.fst hpT') k,
    congrArg Prod.snd hpT'⟩, ?_⟩
  rintro q ⟨hq, hy, hm⟩
  have hqT : pseudizationMap L n R q = (y, m) := Prod.ext (funext hy) hm
  exact congrArg Subtype.val
    (inj (a₁ := ⟨q, (hmem q).2 hq⟩) (a₂ := ⟨p, hp⟩) (hqT.trans hpT'.symm))
```

The last theorem is the case of vanishing derivatives. It takes any `p` of degree at most $n$ that is flat at $R$ and expresses its function through its own moment, with the quotient of moments playing the role of $m/M$. The proof obtains $c$ from `flat_form`, uses linearity to write the moment as $c\,M$, and cancels $M$. The formula holds for every real `r`, because `augmentation` is the polynomial expression on the whole line. To obtain a compensation charge confined to the sphere, one takes this function for $r\le R$ and zero beyond.

```lean
/-- If `p` has degree at most `n` and the derivatives of `Q(r) = r^L p(r²)` of order below `n`
vanish at `R > 0`, then `Q` is `r^L (R² - r²)^n` rescaled to the multipole moment of `Q`. -/
theorem compensation_charge {L n : ℕ} {R : ℝ} (hR : 0 < R) {p : ℝ[X]}
    (hdeg : p.natDegree ≤ n) (h : ∀ k < n, iteratedDeriv k (augmentation L p) R = 0) (r : ℝ) :
    augmentation L p r = moment L R (augmentation L p)
      / moment L R (augmentation L (flatShape n R)) * (r ^ L * (R ^ 2 - r ^ 2) ^ n) := by
  obtain ⟨c, rfl⟩ := flat_form hR.ne' hdeg h
  have hm : moment L R (augmentation L (c • flatShape n R))
      = c * moment L R (augmentation L (flatShape n R)) :=
    congrArg Prod.snd ((pseudizationMap L n R).map_smul c (flatShape n R))
  rw [hm, mul_div_cancel_right₀ c (moment_flatShape_pos L n hR).ne']
  simp only [augmentation, flatShape, eval_smul, eval_pow, eval_sub, eval_C, eval_X,
    smul_eq_mul]
  ring

end

end AugmentationPseudization
```

```lean
#print axioms AugmentationPseudization.flat_degree_ge
#print axioms AugmentationPseudization.existsUnique_pseudization
#print axioms AugmentationPseudization.compensation_charge
```

```
'AugmentationPseudization.flat_degree_ge' depends on axioms: [propext, Classical.choice, Quot.sound]
'AugmentationPseudization.existsUnique_pseudization' depends on axioms: [propext, Classical.choice, Quot.sound]
'AugmentationPseudization.compensation_charge' depends on axioms: [propext, Classical.choice, Quot.sound]
```
